# Every continuous, non-negative density on a closed interval with positive integer integral comes from orthonormal orbitals

Electrons confined to a segment of a line have a density profile \(\rho\), perhaps with a deep minimum or a region where it vanishes. Can every such profile be produced by independent fermions, each in its own orthonormal orbital? For a uniform density on an interval of length \(L\), the plane waves \(e^{2\pi i kx/L}/\sqrt L\) with different integers \(k\) do it: each has density \(1/L\), and their phases keep them orthogonal. Harriman's construction carries this over to a non-uniform density by letting the phase advance with the accumulated charge instead of the distance.

Let \(\rho\) be continuous and non-negative on \([a,b]\), with integral \(N>0\). The fraction of the density to the left of \(x\), and the orbital with integer label \(k\), are

\[
F(x)=\int_a^x \frac{\rho(t)}{N}\,dt,\qquad
\varphi_k(x)=\sqrt{\frac{\rho(x)}{N}}\;e^{2\pi i k F(x)} .
\]

In density functional theory this bears on which densities a Slater determinant can have; the answer here is for spinless fermions on a bounded one-dimensional interval.

In Lean 4 with Mathlib:

```lean
import Mathlib

open MeasureTheory Set
open scoped ComplexConjugate

namespace HarrimanConstruction

noncomputable section
```

In the file, `ρ` is a function on all of \(\mathbb R\), but the conditions on it concern only `Icc a b`, the closed interval. `N` is a real number, and `cumulative ρ N a x` is \(F(x)\).

```lean
/-- The cumulative fraction `F(x)` of the density `ρ` (with `N` particles) lying between `a`
and `x`. -/
def cumulative (ρ : ℝ → ℝ) (N a x : ℝ) : ℝ := ∫ t in a..x, ρ t / N
```

`orbital ρ N a k` is \(\varphi_k\), a complex-valued function with an integer label.

```lean
/-- The Harriman orbital `√(ρ/N) exp(2πi k F)` with integer label `k`. -/
def orbital (ρ : ℝ → ℝ) (N a : ℝ) (k : ℤ) (x : ℝ) : ℂ :=
  (Real.sqrt (ρ x / N) : ℂ) *
    Complex.exp (2 * Real.pi * Complex.I * (k : ℂ) * (cumulative ρ N a x : ℂ))
```

A finite set `s` of labels selects the occupied orbitals. Since a set has no repetitions, each orbital is occupied at most once. The one-particle density matrix is \(\gamma(x,y)=\sum_{k\in s}\varphi_k(x)\varphi_k(y)^*\).

```lean
/-- The one-particle density matrix `γ(x,y) = ∑ φ_k(x) φ_k(y)*` of the Harriman orbitals with
labels in `s`. -/
def densityMatrix (ρ : ℝ → ℝ) (N a : ℝ) (s : Finset ℤ) (x y : ℝ) : ℂ :=
  ∑ k ∈ s, orbital ρ N a k x * conj (orbital ρ N a k y)
```

## A density without jumps

The hypothesis `hρ` says that \(\rho\) is continuous on \([a,b]\). Physically, the profile has no steps. Continuity makes \(\rho/N\) integrable, so \(F\) is continuous up to both ends.

```lean
variable {ρ : ℝ → ℝ} {N a b : ℝ}

/-- The cumulative fraction is continuous on the whole interval. -/
theorem cumulative_continuousOn (hab : a ≤ b) (hρ : ContinuousOn ρ (Icc a b)) :
    ContinuousOn (cumulative ρ N a) (Icc a b) := by
  have hi : IntegrableOn (fun t => ρ t / N) (uIcc a b) volume := by
    rw [uIcc_of_le hab]
    exact (hρ.div_const N).integrableOn_Icc
  have h := intervalIntegral.continuousOn_primitive_interval hi
  rw [uIcc_of_le hab] at h
  exact h
```

Inside the interval, the fundamental theorem of calculus gives

\[
F'(x)=\frac{\rho(x)}{N},\qquad a<x<b .
\]

The lemma supplies what Mathlib's version of that theorem asks for: integrability on \([a,x]\), measurability near \(x\) and continuity at \(x\). It stops short of the endpoints because a two-sided derivative there would depend on \(\rho\) outside the interval.

```lean
/-- Inside the interval the cumulative fraction grows at the rate `ρ/N`. -/
theorem cumulative_hasDerivAt (hρ : ContinuousOn ρ (Icc a b)) {x : ℝ} (hx : x ∈ Ioo a b) :
    HasDerivAt (cumulative ρ N a) (ρ x / N) x := by
  have hc : ContinuousOn (fun t => ρ t / N) (Icc a b) := hρ.div_const N
  have hi : IntervalIntegrable (fun t => ρ t / N) volume a x := by
    apply ContinuousOn.intervalIntegrable
    rw [uIcc_of_le hx.1.le]
    exact hc.mono (Icc_subset_Icc_right hx.2.le)
  exact intervalIntegral.integral_hasDerivAt_right hi
    (ContinuousOn.stronglyMeasurableAtFilter isOpen_Ioo (hc.mono Ioo_subset_Icc_self) x hx)
    (hc.continuousAt (Icc_mem_nhds hx.1 hx.2))
```

The orbitals are then continuous, as products of the continuous functions \(\sqrt{\rho/N}\) and \(e^{2\pi i kF}\).

```lean
/-- Harriman orbitals of a continuous density are continuous. -/
theorem orbital_continuousOn (hab : a ≤ b) (hρ : ContinuousOn ρ (Icc a b)) (k : ℤ) :
    ContinuousOn (orbital ρ N a k) (Icc a b) := by
  have h1 : ContinuousOn (fun x => (Real.sqrt (ρ x / N) : ℂ)) (Icc a b) :=
    Complex.continuous_ofReal.comp_continuousOn
      (Real.continuous_sqrt.comp_continuousOn (hρ.div_const N))
  have h2 : ContinuousOn (fun x => (cumulative ρ N a x : ℂ)) (Icc a b) :=
    Complex.continuous_ofReal.comp_continuousOn (cumulative_continuousOn hab hρ)
  exact h1.mul (continuousOn_const.mul h2).cexp
```

At a step in the density, \(F\) has a kink and the derivative formula fails. For finitely many steps the calculation below could be done piece by piece, but the orbitals would inherit the jumps.

A different model would take the orbitals as elements of \(L^2([a,b])\). Integrability of \(\rho\) would then be the natural assumption, and the density would be recovered almost everywhere. With functions, as here, the equality holds at every point of \([a,b]\).

## A density that is nowhere negative

The hypothesis `h0` says \(\rho(x)\ge 0\) on \([a,b]\), as a particle density must satisfy. It enters through the square root. Since \(F\) is real, conjugation only reverses the phase:

\[
\varphi_k^*\varphi_l
=\left(\sqrt{\rho/N}\right)^2 e^{-2\pi i kF}e^{2\pi i lF}
=\frac{\rho}{N}\,e^{2\pi i(l-k)F}.
\]

In the proof, `hs` squares the root, `he` conjugates the exponential and `hp` combines the exponents. The lemma works at a single point and assumes just \(\rho(x)/N\ge0\) there.

```lean
/-- Where `ρ/N` is non-negative, the conjugate of one Harriman orbital times another is `ρ/N` times
a phase factor in which the labels enter only through their difference. -/
theorem conj_orbital_mul {x : ℝ} (hx : 0 ≤ ρ x / N) (k l : ℤ) :
    conj (orbital ρ N a k x) * orbital ρ N a l x = ((ρ x / N : ℝ) : ℂ) *
      Complex.exp (2 * Real.pi * Complex.I * ((l - k : ℤ) : ℂ) * (cumulative ρ N a x : ℂ)) := by
  unfold orbital
  generalize cumulative ρ N a x = F
  have hs : (Real.sqrt (ρ x / N) : ℂ) * (Real.sqrt (ρ x / N) : ℂ) = ((ρ x / N : ℝ) : ℂ) := by
    rw [← Complex.ofReal_mul, Real.mul_self_sqrt hx]
  have he : conj (Complex.exp (2 * Real.pi * Complex.I * (k : ℂ) * (F : ℂ))) =
      Complex.exp (-(2 * Real.pi * Complex.I * (k : ℂ) * (F : ℂ))) := by
    rw [← Complex.exp_conj]
    congr 1
    have h2 : conj (2 : ℂ) = 2 := Complex.ext (by simp) (by simp)
    simp [h2]
  have hp : 2 * Real.pi * Complex.I * ((l - k : ℤ) : ℂ) * (F : ℂ) =
      -(2 * Real.pi * Complex.I * (k : ℂ) * (F : ℂ)) +
        2 * Real.pi * Complex.I * (l : ℂ) * (F : ℂ) := by
    push_cast
    ring
  rw [map_mul, Complex.conj_ofReal, he, hp, Complex.exp_add, ← hs]
  ring
```

For \(l=k\) the phase disappears, and every orbital has the same density:

\[
|\varphi_k(x)|^2=\frac{\rho(x)}{N}.
\]

```lean
/-- Every Harriman orbital has the same density `ρ/N`. -/
theorem norm_sq_orbital {x : ℝ} (hx : 0 ≤ ρ x / N) (k : ℤ) :
    ‖orbital ρ N a k x‖ ^ 2 = ρ x / N := by
  have h := conj_orbital_mul (a := a) hx k k
  rw [Complex.conj_mul', sub_self, Int.cast_zero, mul_zero, zero_mul, Complex.exp_zero,
    mul_one] at h
  exact_mod_cast h
```

Without the sign condition the claim is false for any choice of orbitals. Take \(\rho(x)=4x-1\) on \([0,1]\). It is continuous with integral 1, but \(\rho(0)=-1\), and no sum of squared moduli is negative.

## A phase that closes after whole turns

Three hypotheses fix the normalisation. `hint` says that \(\rho\) integrates to \(N\), `hN` says that \(N\) is positive, and `hab` orders the endpoints. Together they give

\[
F(a)=0,\qquad F(b)=\frac1N\int_a^b\rho(x)\,dx=1 .
\]

Across the interval, \(\varphi_k\) therefore turns through exactly \(k\) full phase cycles. For \(k=l\), the overlap is

\[
\int_a^b|\varphi_k|^2\,dx=\int_a^b\frac{\rho}{N}\,dx=1 .
\]

For \(k\ne l\), put \(c=2\pi i(l-k)\), which is non-zero and satisfies \(e^c=1\). By the chain rule,

\[
\frac{d}{dx}\,\frac{e^{cF(x)}}{c}=F'(x)\,e^{cF(x)}=\frac{\rho(x)}{N}\,e^{cF(x)},
\]

so that

\[
\int_a^b\varphi_k^*\varphi_l\,dx
=\frac{e^{cF(b)}-e^{cF(a)}}{c}=\frac{e^c-1}{c}=0 .
\]

The proof follows the same route. `ha` and `hb` are the end values of \(F\), and the product formula rewrites the integrand before the split into equal and different labels. In the second case `hexp` and `hc` record the two properties of \(c\), and `hd` is the derivative. The version of the fundamental theorem used at the end needs continuity on the closed interval and the derivative only inside it, which is what the earlier lemmas provide.

```lean
/-- The Harriman orbitals are orthonormal on `[a,b]`. -/
theorem orbital_orthonormal (hab : a ≤ b) (hρ : ContinuousOn ρ (Icc a b))
    (h0 : ∀ x ∈ Icc a b, 0 ≤ ρ x) (hN : 0 < N) (hint : ∫ x in a..b, ρ x = N) (k l : ℤ) :
    ∫ x in a..b, conj (orbital ρ N a k x) * orbital ρ N a l x = if k = l then 1 else 0 := by
  have hb : cumulative ρ N a b = 1 := by
    unfold cumulative
    rw [intervalIntegral.integral_div, hint, div_self hN.ne']
  have ha : cumulative ρ N a a = 0 := by simp [cumulative]
  rw [intervalIntegral.integral_congr (fun x hx => conj_orbital_mul
    (div_nonneg (h0 x (by rwa [uIcc_of_le hab] at hx)) hN.le) k l)]
  by_cases hkl : k = l
  · -- equal labels: the phase drops out and the density integrates to one
    subst hkl
    have h1 : ∫ x in a..b, ((ρ x / N : ℝ) : ℂ) = 1 := by
      rw [intervalIntegral.integral_ofReal]
      exact_mod_cast hb
    simpa using h1
  · -- different labels: the integrand is the derivative of a function with equal end values
    rw [if_neg hkl]
    have hm : ((l - k : ℤ) : ℂ) ≠ 0 := Int.cast_ne_zero.mpr (by omega)
    have hexp : Complex.exp (2 * Real.pi * Complex.I * ((l - k : ℤ) : ℂ)) = 1 :=
      Complex.exp_eq_one_iff.mpr ⟨l - k, by ring⟩
    have hc : 2 * Real.pi * Complex.I * ((l - k : ℤ) : ℂ) ≠ 0 :=
      mul_ne_zero Complex.two_pi_I_ne_zero hm
    generalize 2 * Real.pi * Complex.I * ((l - k : ℤ) : ℂ) = c at hexp hc ⊢
    have hF : ContinuousOn (fun x => Complex.exp (c * (cumulative ρ N a x : ℂ))) (Icc a b) :=
      (continuousOn_const.mul (Complex.continuous_ofReal.comp_continuousOn
        (cumulative_continuousOn hab hρ))).cexp
    have hr : ContinuousOn (fun x => ((ρ x / N : ℝ) : ℂ)) (Icc a b) :=
      Complex.continuous_ofReal.comp_continuousOn (hρ.div_const N)
    have hd : ∀ x ∈ Ioo a b,
        HasDerivAt (fun x => Complex.exp (c * (cumulative ρ N a x : ℂ)) / c)
          (((ρ x / N : ℝ) : ℂ) * Complex.exp (c * (cumulative ρ N a x : ℂ))) x := by
      intro x hx
      refine ((((cumulative_hasDerivAt (N := N) hρ hx).ofReal_comp).const_mul
        c).cexp.div_const c).congr_deriv ?_
      rw [div_eq_iff hc]
      ring
    rw [intervalIntegral.integral_eq_sub_of_hasDerivAt_of_le hab (hF.div_const c) hd
      (ContinuousOn.intervalIntegrable (by rw [uIcc_of_le hab]; exact hr.mul hF))]
    simp [ha, hb, hexp]
```

A wrong normalisation spoils the norms and can destroy orthogonality as well. Take \(\rho=1\) on \([0,1]\) but set \(N=2\). Then \(F(x)=x/2\), each orbital has squared norm \(1/2\), and

\[
\int_0^1\varphi_0^*\varphi_1\,dx=\frac12\int_0^1e^{i\pi x}\,dx=\frac{i}{\pi}\neq0 .
\]

If \(N=0\) on an interval of positive length, the density vanishes and there is nothing to normalise. The ordering \(a\le b\) matters because `∫ x in a..b` is an oriented integral: for \(b<a\) the set `Icc a b` is empty, and the constant density \(-1\) with \(a=1\), \(b=0\), \(N=1\) would meet all the other conditions. The case \(a=b\) is excluded by \(N>0\), since the integral would be zero.

## One orbital per electron

The main theorem joins orthonormality to the density sum. Its second part has one further hypothesis, `(s.card : ℝ) = N`: the number of occupied orbitals equals the number of electrons. Any such selection will do, consecutive labels or not, because

\[
\sum_{k\in s}|\varphi_k(x)|^2=|s|\,\frac{\rho(x)}{N}=\rho(x).
\]

The proof replaces each term by \(\rho(x)/N\), counts the terms and cancels \(N\).

```lean
/-- Harriman construction: the orbitals `√(ρ/N) exp(2πi k F)` are orthonormal on `[a,b]`, and
any `N` of them have total density `ρ`. -/
theorem harriman (hab : a ≤ b) (hρ : ContinuousOn ρ (Icc a b))
    (h0 : ∀ x ∈ Icc a b, 0 ≤ ρ x) (hN : 0 < N) (hint : ∫ x in a..b, ρ x = N) :
    (∀ k l : ℤ, ∫ x in a..b, conj (orbital ρ N a k x) * orbital ρ N a l x =
      if k = l then 1 else 0) ∧
    ∀ s : Finset ℤ, (s.card : ℝ) = N → ∀ x ∈ Icc a b,
      ∑ k ∈ s, ‖orbital ρ N a k x‖ ^ 2 = ρ x := by
  refine ⟨orbital_orthonormal hab hρ h0 hN hint, fun s hs x hx => ?_⟩
  rw [Finset.sum_congr rfl (fun k _ => norm_sq_orbital (div_nonneg (h0 x hx) hN.le) k),
    Finset.sum_const, nsmul_eq_mul, hs]
  exact mul_div_cancel₀ (ρ x) hN.ne'
```

With a wrong but non-zero count the profile keeps its shape but not its size: for \(N=2\), a single orbital gives \(\rho/2\). For non-integer \(N\) no set meets the condition, so the density statement is empty, while the orbitals remain orthonormal.

Idempotency of the density matrix does not depend on the count. For any finite selection,

\[
\begin{aligned}
\int_a^b\gamma(x,z)\gamma(z,y)\,dz
&=\sum_{k,l\in s}\varphi_k(x)\varphi_l(y)^*\int_a^b\varphi_k(z)^*\varphi_l(z)\,dz\\
&=\sum_{k\in s}\varphi_k(x)\varphi_k(y)^*=\gamma(x,y).
\end{aligned}
\]

The three steps of the `calc` block expand the product, integrate term by term and collapse the double sum. Continuity of the orbitals, recorded in `hc`, justifies exchanging the sums with the integral.

```lean
/-- The density matrix of any finite set of Harriman orbitals is idempotent as an integral
kernel: `∫ γ(x,z) γ(z,y) dz = γ(x,y)`. -/
theorem densityMatrix_idempotent (hab : a ≤ b) (hρ : ContinuousOn ρ (Icc a b))
    (h0 : ∀ x ∈ Icc a b, 0 ≤ ρ x) (hN : 0 < N) (hint : ∫ x in a..b, ρ x = N)
    (s : Finset ℤ) (x y : ℝ) :
    ∫ z in a..b, densityMatrix ρ N a s x z * densityMatrix ρ N a s z y =
      densityMatrix ρ N a s x y := by
  have hc : ∀ k l : ℤ, ContinuousOn (fun z => (orbital ρ N a k x * conj (orbital ρ N a l y)) *
      (conj (orbital ρ N a k z) * orbital ρ N a l z)) (uIcc a b) := by
    intro k l
    rw [uIcc_of_le hab]
    exact continuousOn_const.mul ((Complex.continuous_conj.comp_continuousOn
      (orbital_continuousOn hab hρ k)).mul (orbital_continuousOn hab hρ l))
  calc ∫ z in a..b, densityMatrix ρ N a s x z * densityMatrix ρ N a s z y
      = ∫ z in a..b, ∑ k ∈ s, ∑ l ∈ s, (orbital ρ N a k x * conj (orbital ρ N a l y)) *
          (conj (orbital ρ N a k z) * orbital ρ N a l z) := by
        refine intervalIntegral.integral_congr (fun z _ => ?_)
        simp only [densityMatrix, Finset.sum_mul_sum]
        exact Finset.sum_congr rfl fun k _ => Finset.sum_congr rfl fun l _ => by ring
    _ = ∑ k ∈ s, ∑ l ∈ s, (orbital ρ N a k x * conj (orbital ρ N a l y)) *
          (if k = l then 1 else 0) := by
        rw [intervalIntegral.integral_finsetSum (fun k _ =>
          (continuousOn_finsetSum s (fun l _ => hc k l)).intervalIntegrable)]
        refine Finset.sum_congr rfl fun k _ => ?_
        rw [intervalIntegral.integral_finsetSum (fun l _ => (hc k l).intervalIntegrable)]
        refine Finset.sum_congr rfl fun l _ => ?_
        rw [intervalIntegral.integral_const_mul, orbital_orthonormal hab hρ h0 hN hint]
    _ = densityMatrix ρ N a s x y := by
        unfold densityMatrix
        exact Finset.sum_congr rfl fun k hk => by simp [hk]
```

## A whole number of electrons

The last theorem answers the opening question. Here the integral of \(\rho\) is a positive natural number `n`, and the conclusion no longer mentions the construction: there are `n` continuous functions, orthonormal on \([a,b]\), whose squared moduli add up to \(\rho\) at every point. The proof takes the labels \(0,1,\dots,n-1\); for \(n=1\) the single orbital is \(\sqrt{\rho}\).

The theorem does not say that these orbitals have finite kinetic energy, or that they are eigenfunctions in some potential. The first can indeed fail: where \(\rho\) falls linearly to zero at an interior point \(x_0\), the quantity \(|(\sqrt\rho)'|^2\) grows like \(1/|x-x_0|\), which is not integrable. Densities in three dimensions are not treated either.

```lean
/-- Every continuous non-negative density on `[a,b]` with integral `n`, a positive integer, is
the total density of `n` continuous orthonormal orbitals. -/
theorem exists_orbitals_of_density {n : ℕ} (hab : a ≤ b) (hρ : ContinuousOn ρ (Icc a b))
    (h0 : ∀ x ∈ Icc a b, 0 ≤ ρ x) (hn : 0 < n) (hint : ∫ x in a..b, ρ x = n) :
    ∃ φ : Fin n → ℝ → ℂ, (∀ i, ContinuousOn (φ i) (Icc a b)) ∧
      (∀ i j, ∫ x in a..b, conj (φ i x) * φ j x = if i = j then 1 else 0) ∧
      ∀ x ∈ Icc a b, ∑ i, ‖φ i x‖ ^ 2 = ρ x := by
  have hN : (0 : ℝ) < n := Nat.cast_pos.mpr hn
  refine ⟨fun i => orbital ρ n a ((i : ℕ) : ℤ), fun i => orbital_continuousOn hab hρ _,
    fun i j => ?_, fun x hx => ?_⟩
  · rw [orbital_orthonormal hab hρ h0 hN hint]
    simp [Fin.ext_iff]
  · rw [Finset.sum_congr rfl (fun i _ => norm_sq_orbital (div_nonneg (h0 x hx) hN.le) _),
      Finset.sum_const, nsmul_eq_mul, Finset.card_univ, Fintype.card_fin]
    exact mul_div_cancel₀ (ρ x) hN.ne'

end

end HarrimanConstruction
```

```lean
#print axioms HarrimanConstruction.harriman
#print axioms HarrimanConstruction.densityMatrix_idempotent
#print axioms HarrimanConstruction.exists_orbitals_of_density
```

```
'HarrimanConstruction.harriman' depends on axioms: [propext, Classical.choice, Quot.sound]
'HarrimanConstruction.densityMatrix_idempotent' depends on axioms: [propext, Classical.choice, Quot.sound]
'HarrimanConstruction.exists_orbitals_of_density' depends on axioms: [propext, Classical.choice, Quot.sound]
```
